# At second order in its size, the image energy of a neutral cluster at fixed height above a grounded plane depends only on its dipole moment

I represent a grounded metal plane by image charges: a charge q_j at x_j induces, above the plane, the potential of a charge −q_j at the mirror point of x_j. Take finitely many charges q_i with zero sum at the points x_i = (0,0,z) + s r_i, with z > 0, and let

U(s) = −½ Σ_i Σ_j q_i q_j / ‖x_i − mirror x_j‖.

With components numbered 0, 1, 2, the last along the surface normal, and p = Σ_i q_i r_i, I expect that as s → 0

U(s)/s² → −(p₀² + p₁² + 2p₂²)/(16z³).

This is the geometry behind the C3/z³ attraction of physisorption. Can it be proved with every step checked by machine, including the link between the double sum and the plane's boundary condition?

## Neutrality leaves only products of dipole components

Yes. Start with one charge–image pair and write a = r_i, b = r_j. Reflection reverses component 2, so the distance D between the charge and the image satisfies

D² = s²(a₀ − b₀)² + s²(a₁ − b₁)² + (2z + s(a₂ + b₂))².

Put L = 2z, A = a₂ + b₂ and R = (a₀ − b₀)² + (a₁ − b₁)² + (a₂ + b₂)². Then

D² = L² + s(2LA + sR).

Since 1/D − 1/L = −(D² − L²)/(LD(L + D)), adding the first-order term gives

1/D − 1/L + sA/L² = sA[1/L² − 2/(D(L + D))] − s²R/(LD(L + D)).

The bracket equals (D − L)(D + 2L)/(L²D(L + D)), and D − L = s(2LA + sR)/(L + D). Hence, for small s ≠ 0,

(1/D − 1/L + sA/L²)/s² = A(2LA + sR)(D + 2L)/(L²D(L + D)²) − R/(LD(L + D)).

As s → 0, D → L, and the right side tends to

3A²/(2L³) − R/(2L³) = (3A² − R)/(2L³).

The numerator splits as

3A² − R = (2a₂² − a₀² − a₁²) + (2b₂² − b₀² − b₁²) + 2(a₀b₀ + a₁b₁ + 2a₂b₂).

Now sum over pairs with weights q_i q_j. For any constant c and numbers f_i,

Σ_i Σ_j q_i q_j (c + f_i + f_j) = c(Σ_i q_i)² + 2(Σ_i q_i)(Σ_j q_j f_j) = 0.

This removes the zeroth order, the first order and the two one-particle brackets above. The remaining products sum to p₀² + p₁² + 2p₂², with prefactor 2/(2L³) = 1/(8z³). Multiplying by −½ gives the stated limit.

For a numerical instance, take charges +1 and −1 at r = (0,0,½) and (0,0,−½), with z = 1. Then p = (0,0,1), and the predicted limit is −2/16 = −1/8. The two self-image distances are 2 + s and 2 − s, and both cross distances are 2, so

U(s) = −½[1/(2 + s) + 1/(2 − s) − 1] = −s²/(2(4 − s²)).

At s = 0.2 the ratio U/s² is −1/7.92 ≈ −0.1263, already close to −0.125.

In the file, `Space` is Euclidean three-space, `mirror` is the reflection, and `place z r s` is the point (0,0,z) + s r. The charges are labelled by a finite type `ι`. `inducedPotential` is the image potential in Gaussian units, and `potential_on_plane` proves that it cancels the direct potential wherever component 2 vanishes. That the images are the unique solution of the electrostatic problem is taken from physics.

`imageEnergy` is half the sum of charge times induced potential. The half is part of the definition: it stands for the work of building up the charges while the plane's induced charge grows in proportion. The direct Coulomb energy among the real charges is left out.

The main theorem, `imageEnergy_limit`, assumes `0 < z` and `∑ i, q i = 0`. The filter `𝓝[≠] 0` means that s approaches zero from either side without equalling it. The height stays fixed, so the cluster becomes small compared with its distance from the plane.

In Lean 4 with Mathlib:

```lean
import Mathlib

open Filter Topology

namespace ImageDispersion

noncomputable section

/-- Euclidean three-space; the grounded plane is the set where the third coordinate vanishes. -/
abbrev Space := EuclideanSpace ℝ (Fin 3)

/-- Reflection of a point in the grounded plane. -/
def mirror (x : Space) : Space := !₂[x 0, x 1, -x 2]

/-- The point `(0,0,z) + s r` of a cluster of size `s` centred at height `z`. -/
def place (z : ℝ) (r : Space) (s : ℝ) : Space := !₂[0, 0, z] + s • r

variable {ι : Type*} [Fintype ι]

/-- Potential at `y` of the image charges `-q j` at the mirror points of `x j`
(Gaussian units), for `y` away from the mirror points. -/
def inducedPotential (q : ι → ℝ) (x : ι → Space) (y : Space) : ℝ :=
  -∑ j, q j / ‖y - mirror (x j)‖

/-- Image energy: half the sum of each charge times the induced potential at its place,
for charges strictly above the plane. -/
def imageEnergy (q : ι → ℝ) (x : ι → Space) : ℝ :=
  1 / 2 * ∑ i, q i * inducedPotential q x (x i)

/-- Dipole moment of the charges `q i` at the positions `r i`. -/
def dipole (q : ι → ℝ) (r : ι → Space) : Space := ∑ i, q i • r i

/-- Inverse distance between a charge and an image, less its expansion to first order in `s`,
divided by `s ^ 2`; for `z > 0` and small `s ≠ 0`. -/
def pairRemainder (z : ℝ) (a b : Space) (s : ℝ) : ℝ :=
  (1 / ‖place z a s - mirror (place z b s)‖ - 1 / (2 * z)
    + s * (a 2 + b 2) / (2 * z) ^ 2) / s ^ 2

/-- Squared distance between a point and the mirror image of another. -/
theorem norm_sub_mirror_sq (x y : Space) :
    ‖x - mirror y‖ ^ 2 = (x 0 - y 0) ^ 2 + (x 1 - y 1) ^ 2 + (x 2 + y 2) ^ 2 := by
  rw [EuclideanSpace.norm_sq_eq]
  simp [mirror, Fin.sum_univ_three, sq_abs]

/-- On the grounded plane the potential of the charges and the induced potential cancel. -/
theorem potential_on_plane (q : ι → ℝ) (x : ι → Space) (y : Space) (hy : y 2 = 0) :
    ∑ j, q j / ‖y - x j‖ + inducedPotential q x y = 0 := by
  have h : ∀ j, ‖y - mirror (x j)‖ = ‖y - x j‖ := fun j =>
    (sq_eq_sq₀ (norm_nonneg _) (norm_nonneg _)).1 (by
      rw [norm_sub_mirror_sq, EuclideanSpace.norm_sq_eq, Fin.sum_univ_three]
      simp only [Real.norm_eq_abs, sq_abs, PiLp.sub_apply, hy]
      ring)
  simp only [inducedPotential, h, add_neg_cancel]

/-- The image energy as a double sum over charges and images. -/
theorem imageEnergy_eq (q : ι → ℝ) (x : ι → Space) :
    imageEnergy q x = -(1 / 2) * ∑ i, ∑ j, q i * q j / ‖x i - mirror (x j)‖ := by
  have h : ∀ i, q i * inducedPotential q x (x i)
      = -∑ j, q i * q j / ‖x i - mirror (x j)‖ := by
    intro i
    rw [inducedPotential, mul_neg, Finset.mul_sum]
    congr 1
    exact Finset.sum_congr rfl fun j _ => by ring
  simp only [imageEnergy, h, Finset.sum_neg_distrib]
  ring

/-- Second-order coefficient at `s = 0` of `1 / D s`, where the square of `D s` is
`L ^ 2 + 2 L A s + R s ^ 2`, with `L > 0` and `D` non-negative. -/
theorem inverse_distance_expansion {D : ℝ → ℝ} {L A R : ℝ} (hL : 0 < L)
    (hD : ∀ s, 0 ≤ D s) (h2 : ∀ s, D s ^ 2 = L ^ 2 + s * (2 * L * A + s * R)) :
    Tendsto (fun s => (1 / D s - 1 / L + s * A / L ^ 2) / s ^ 2) (𝓝[≠] 0)
      (𝓝 ((3 * A ^ 2 - R) / (2 * L ^ 3))) := by
  have hfun : D = fun s => √(L ^ 2 + s * (2 * L * A + s * R)) :=
    funext fun s => by rw [← h2, Real.sqrt_sq (hD s)]
  have hc : Continuous D := by
    rw [hfun]
    exact Continuous.sqrt (by fun_prop)
  have h0 : D 0 = L := (sq_eq_sq₀ (hD 0) hL.le).1 (by rw [h2]; ring)
  have hD0 : 0 < D 0 := by rw [h0]; exact hL
  -- the quotient agrees, for small s ≠ 0, with a function continuous at s = 0
  have hca : ContinuousAt (fun s => A * (2 * L * A + s * R) * (D s + 2 * L)
      / (L ^ 2 * D s * (L + D s) ^ 2) - R / (L * D s * (L + D s))) 0 := by
    refine ContinuousAt.sub (ContinuousAt.div (by fun_prop) (by fun_prop) ?_)
      (ContinuousAt.div (by fun_prop) (by fun_prop) ?_) <;>
    · simp only [h0]
      positivity
  have hv : (3 * A ^ 2 - R) / (2 * L ^ 3) = A * (2 * L * A + 0 * R) * (D 0 + 2 * L)
      / (L ^ 2 * D 0 * (L + D 0) ^ 2) - R / (L * D 0 * (L + D 0)) := by
    rw [h0, div_sub_div _ _ (by positivity) (by positivity),
      div_eq_div_iff (by positivity) (by positivity)]
    ring
  rw [hv]
  refine Tendsto.congr' ?_ (hca.tendsto.mono_left nhdsWithin_le_nhds)
  have hpos : ∀ᶠ s in 𝓝[≠] (0 : ℝ), 0 < D s :=
    ((hc.tendsto 0).eventually (lt_mem_nhds hD0)).filter_mono nhdsWithin_le_nhds
  filter_upwards [hpos, self_mem_nhdsWithin] with s hs hne
  have hs0 : s ≠ 0 := hne
  have hd : D s ≠ 0 := hs.ne'
  have hLd : L + D s ≠ 0 := by positivity
  have hz : D s ^ 2 - L ^ 2 - s * (2 * L * A + s * R) = 0 := by linarith [h2 s]
  have key : A * (2 * L * A + s * R) * (D s + 2 * L) / (L ^ 2 * D s * (L + D s) ^ 2)
      - R / (L * D s * (L + D s)) - (1 / D s - 1 / L + s * A / L ^ 2) / s ^ 2
      = (L * (L + D s) - s * A * (D s + 2 * L))
        * (D s ^ 2 - L ^ 2 - s * (2 * L * A + s * R))
        / (L ^ 2 * D s * (L + D s) ^ 2 * s ^ 2) := by
    field_simp
    ring
  rw [hz, mul_zero, zero_div] at key
  exact sub_eq_zero.1 key

/-- For charges `q i` with zero sum, the pair terms `c + f i + f j`, weighted by `q i * q j`, sum to
zero. -/
theorem neutral_sum (q f : ι → ℝ) (c : ℝ) (hq : ∑ i, q i = 0) :
    ∑ i, ∑ j, q i * q j * (c + f i + f j) = 0 := by
  have h : ∀ i, ∑ j, q i * q j * (c + f i + f j)
      = q i * (c + f i) * ∑ j, q j + q i * ∑ j, q j * f j := by
    intro i
    rw [Finset.mul_sum, Finset.mul_sum, ← Finset.sum_add_distrib]
    exact Finset.sum_congr rfl fun j _ => by ring
  simp only [h, hq, mul_zero, zero_add]
  rw [← Finset.sum_mul, hq, zero_mul]

/-- A neutral cluster at height `z > 0` above a grounded plane has image energy `U(s)` with
`U(s) / s ^ 2 → -(px ^ 2 + py ^ 2 + 2 pz ^ 2) / (16 z ^ 3)` as its size `s` shrinks to zero, where
`px`, `py`, `pz` are the components of the fixed vector `dipole q r`. -/
theorem imageEnergy_limit (q : ι → ℝ) (r : ι → Space) {z : ℝ} (hz : 0 < z)
    (hq : ∑ i, q i = 0) :
    Tendsto (fun s => imageEnergy q (fun i => place z (r i) s) / s ^ 2) (𝓝[≠] 0)
      (𝓝 (-((dipole q r) 0 ^ 2 + (dipole q r) 1 ^ 2 + 2 * (dipole q r) 2 ^ 2)
        / (16 * z ^ 3))) := by
  -- second-order coefficient of each pair
  have hpair : ∀ a b : Space, Tendsto (pairRemainder z a b) (𝓝[≠] 0)
      (𝓝 ((3 * (a 2 + b 2) ^ 2 - ((a 0 - b 0) ^ 2 + (a 1 - b 1) ^ 2 + (a 2 + b 2) ^ 2))
        / (2 * (2 * z) ^ 3))) := by
    intro a b
    refine inverse_distance_expansion
      (D := fun s => ‖place z a s - mirror (place z b s)‖) (by positivity)
      (fun s => norm_nonneg _) (fun s => ?_)
    have hk : ∀ c : Space, (place z c s) 0 = s * c 0 ∧ (place z c s) 1 = s * c 1 ∧
        (place z c s) 2 = z + s * c 2 := by
      intro c
      simp [place]
    show ‖place z a s - mirror (place z b s)‖ ^ 2 = _
    rw [norm_sub_mirror_sq, (hk a).1, (hk a).2.1, (hk a).2.2,
      (hk b).1, (hk b).2.1, (hk b).2.2]
    ring
  have hT := (tendsto_finsetSum Finset.univ fun (i : ι) _ =>
    tendsto_finsetSum Finset.univ fun (j : ι) _ =>
      (hpair (r i) (r j)).const_mul (q i * q j)).const_mul (-(1 / 2 : ℝ))
  have hp : ∀ a, (dipole q r) a ^ 2 = ∑ i, ∑ j, q i * q j * (r i a * r j a) := by
    intro a
    have ha : (dipole q r) a = ∑ i, q i * r i a := by simp [dipole]
    rw [ha, sq, Finset.sum_mul_sum]
    exact Finset.sum_congr rfl fun i _ => Finset.sum_congr rfl fun j _ => by ring
  -- neutrality leaves only the products of dipole components
  obtain ⟨f, hf⟩ : ∃ f : ι → ℝ, ∀ i, f i =
      (2 * r i 2 ^ 2 - r i 0 ^ 2 - r i 1 ^ 2) / (16 * z ^ 3) := ⟨_, fun _ => rfl⟩
  have hsum : ∑ i, ∑ j, q i * q j * ((3 * (r i 2 + r j 2) ^ 2 - ((r i 0 - r j 0) ^ 2
      + (r i 1 - r j 1) ^ 2 + (r i 2 + r j 2) ^ 2)) / (2 * (2 * z) ^ 3))
      = ∑ i, ∑ j, q i * q j * (0 + f i + f j) + 1 / (8 * z ^ 3) *
        ((dipole q r) 0 ^ 2 + (dipole q r) 1 ^ 2 + 2 * (dipole q r) 2 ^ 2) := by
    rw [hp 0, hp 1, hp 2]
    simp only [Finset.mul_sum, ← Finset.sum_add_distrib]
    refine Finset.sum_congr rfl fun i _ => Finset.sum_congr rfl fun j _ => ?_
    rw [hf i, hf j]
    ring
  rw [hsum, neutral_sum q f 0 hq] at hT
  -- neutrality also removes the zeroth and first orders
  have heq : ∀ s, -(1 / 2) * ∑ i, ∑ j, q i * q j * pairRemainder z (r i) (r j) s
      = imageEnergy q (fun i => place z (r i) s) / s ^ 2 := by
    intro s
    obtain ⟨g, hg⟩ : ∃ g : ι → ℝ, ∀ i, g i = -(s * r i 2 / (2 * z) ^ 2) :=
      ⟨_, fun _ => rfl⟩
    have hs : ∑ i, ∑ j, q i * q j * pairRemainder z (r i) (r j) s
        = (∑ i, ∑ j, q i * q j / ‖place z (r i) s - mirror (place z (r j) s)‖
          - ∑ i, ∑ j, q i * q j * (1 / (2 * z) + g i + g j)) / s ^ 2 := by
      simp only [← Finset.sum_sub_distrib, Finset.sum_div]
      refine Finset.sum_congr rfl fun i _ => Finset.sum_congr rfl fun j _ => ?_
      rw [hg i, hg j, pairRemainder]
      ring
    rw [hs, neutral_sum q g _ hq, imageEnergy_eq]
    ring
  convert Tendsto.congr heq hT using 2
  ring

/-- A neutral cluster with non-zero dipole moment, centred at height `z > 0`, has negative
image energy for all sufficiently small sizes `s ≠ 0`. -/
theorem imageEnergy_neg (q : ι → ℝ) (r : ι → Space) {z : ℝ} (hz : 0 < z)
    (hq : ∑ i, q i = 0) (hp : dipole q r ≠ 0) :
    ∀ᶠ s in 𝓝[≠] (0 : ℝ), imageEnergy q (fun i => place z (r i) s) < 0 := by
  have hpos : 0 < (dipole q r) 0 ^ 2 + (dipole q r) 1 ^ 2 + 2 * (dipole q r) 2 ^ 2 := by
    by_contra h
    have s0 := sq_nonneg ((dipole q r) 0)
    have s1 := sq_nonneg ((dipole q r) 1)
    have s2 := sq_nonneg ((dipole q r) 2)
    have h0 : (dipole q r) 0 = 0 := (pow_eq_zero_iff two_ne_zero).1 (by linarith)
    have h1 : (dipole q r) 1 = 0 := (pow_eq_zero_iff two_ne_zero).1 (by linarith)
    have h2 : (dipole q r) 2 = 0 := (pow_eq_zero_iff two_ne_zero).1 (by linarith)
    apply hp
    ext a
    fin_cases a
    exacts [h0, h1, h2]
  have hneg : -((dipole q r) 0 ^ 2 + (dipole q r) 1 ^ 2 + 2 * (dipole q r) 2 ^ 2)
      / (16 * z ^ 3) < 0 := div_neg_of_neg_of_pos (by linarith) (by positivity)
  filter_upwards [(imageEnergy_limit q r hz hq).eventually (gt_mem_nhds hneg)] with s hs
  by_contra h
  exact absurd hs (not_lt_of_ge (div_nonneg (not_lt.1 h) (sq_nonneg s)))

/-- For neutral clusters at height `z > 0`, weighted so that the second moments of the dipole are
equal along the three axes, the weighted energy over `s ^ 2` tends to `-(M / 12) / z ^ 3`, where `M`
is the weighted sum of the squared lengths of the fixed vectors `dipole q (r k)`. -/
theorem isotropic_limit {κ : Type*} [Fintype κ] (w : κ → ℝ) (q : ι → ℝ)
    (r : κ → ι → Space) {z : ℝ} (hz : 0 < z) (hq : ∑ i, q i = 0)
    (hiso : ∀ a : Fin 3, ∑ k, w k * (dipole q (r k)) a ^ 2
      = (∑ k, w k * ‖dipole q (r k)‖ ^ 2) / 3) :
    Tendsto (fun s => ∑ k, w k * (imageEnergy q (fun i => place z (r k i) s) / s ^ 2))
      (𝓝[≠] 0) (𝓝 (-((∑ k, w k * ‖dipole q (r k)‖ ^ 2) / 12) / z ^ 3)) := by
  have hT := tendsto_finsetSum Finset.univ fun (k : κ) _ =>
    (imageEnergy_limit q (r k) hz hq).const_mul (w k)
  have hs : ∑ k, w k * (-((dipole q (r k)) 0 ^ 2 + (dipole q (r k)) 1 ^ 2
      + 2 * (dipole q (r k)) 2 ^ 2) / (16 * z ^ 3))
      = -(1 / (16 * z ^ 3)) * (∑ k, w k * (dipole q (r k)) 0 ^ 2
        + ∑ k, w k * (dipole q (r k)) 1 ^ 2 + 2 * ∑ k, w k * (dipole q (r k)) 2 ^ 2) := by
    simp only [Finset.mul_sum, ← Finset.sum_add_distrib]
    exact Finset.sum_congr rfl fun k _ => by ring
  rw [hs, hiso 0, hiso 1, hiso 2] at hT
  convert hT using 2
  ring

end

end ImageDispersion
```

```lean
#print axioms ImageDispersion.potential_on_plane
-- 'ImageDispersion.potential_on_plane' depends on axioms: [propext, Classical.choice, Quot.sound]
#print axioms ImageDispersion.imageEnergy_limit
-- 'ImageDispersion.imageEnergy_limit' depends on axioms: [propext, Classical.choice, Quot.sound]
#print axioms ImageDispersion.imageEnergy_neg
-- 'ImageDispersion.imageEnergy_neg' depends on axioms: [propext, Classical.choice, Quot.sound]
#print axioms ImageDispersion.isotropic_limit
-- 'ImageDispersion.isotropic_limit' depends on axioms: [propext, Classical.choice, Quot.sound]
```

`norm_sub_mirror_sq` supplies the squared distance, and `imageEnergy_eq` turns the energy into your double sum. `inverse_distance_expansion` is the one-pair calculation. Its step `key` shows that the two sides of the exact quotient formula differ by a multiple of D² − L² − s(2LA + sR), which is zero. The right side is continuous at s = 0, so its value there is the limit, and no Taylor theorem is needed.

`neutral_sum` is the cancellation by neutrality. The main proof takes the pair limits through the finite double sum with `tendsto_finsetSum`, then uses `neutral_sum` twice: with `f` for the one-particle second-order terms, and with `g` for the zeroth and first orders. The identity `hp` expands each squared dipole component as a double sum, which matches the products that are left.

Two consequences follow. `imageEnergy_neg` says that if p ≠ 0, the image energy is negative for all sufficiently small s ≠ 0: the limit is then strictly negative, so the quotient U/s² is eventually negative too, and s² cannot change the sign.

`isotropic_limit` takes finitely many configurations of the same charges with weights w_k and dipole vectors d_k, and sets M = Σ_k w_k ‖d_k‖². If the weighted second moments along the three axes all equal M/3, the weighted sum of U/s² tends to

−(M/3)(1 + 1 + 2)/(16z³) = −(M/12)/z³.

The weights may be any real numbers; when they are probabilities, M is the mean squared dipole ⟨p²⟩.

For an atom in a spherically symmetric state outside a perfect conductor, without retardation, C3 has this same form ⟨p²⟩/12, but with a quantum expectation value where the theorem has a finite weighted sum over classical configurations. A real metal's frequency-dependent response changes the coefficient and is absent from this model.
